# Two-cutoff extrapolation reduces the small-q error of the Fröhlich shift from linear to cubic order

If a small sphere around $q=0$ is left out when the Fröhlich energy shift of an electron is computed, the result is wrong by an amount nearly proportional to the sphere's radius, and halving the radius only roughly halves the error. For one electron at the bottom of a parabolic band, coupled to a phonon of fixed energy and treated to second order in the coupling, combining the shifts at two radii removes this linear error and leaves one of third order.

```lean
import Mathlib

open Filter
open scoped Real Topology

namespace FrohlichGridConvergence

noncomputable section

/-- Squared Fröhlich coupling for coupling constant `a`, phonon energy `w` and wavevector
`q ≠ 0`, with `q` in inverse polaron radii. -/
def couplingSq (a w q : ℝ) : ℝ := 4 * π * a * w ^ 2 / q ^ 2

/-- The second-order Fröhlich energy shift of an electron at the bottom of a parabolic band, with
the phonons of wavevector up to `d ≥ 0` omitted. -/
def cutoffShift (a w d : ℝ) : ℝ :=
  -(2 * a * w / π) * ∫ q in Set.Ioi d, 1 / (1 + q ^ 2)

/-- The energy shift extrapolated from the two cutoffs `d / 2` and `d`. -/
def extrapolatedShift (a w d : ℝ) : ℝ :=
  2 * cutoffShift a w (d / 2) - cutoffShift a w d

/-- The dimensionless error left by the extrapolation. -/
def residual (d : ℝ) : ℝ := 2 * Real.arctan (d / 2) - Real.arctan d

/-- For `q ≠ 0`, the squared coupling weighted by the density of wavevectors on a spherical shell
equals the radial integrand of the shift, taken without its minus sign, times the energy denominator
`w + w q²`. -/
theorem shell_coupling (a w : ℝ) {q : ℝ} (hq : q ≠ 0) :
    4 * π * q ^ 2 / (2 * π) ^ 3 * couplingSq a w q
      = 2 * a * w / π * (1 / (1 + q ^ 2)) * (w + w * q ^ 2) := by
  have h1 : 1 + q ^ 2 ≠ 0 := by positivity
  have hp : π ≠ 0 := Real.pi_ne_zero
  -- the singular coupling cancels against the area of the shell
  have hl : 4 * π * q ^ 2 / (2 * π) ^ 3 * couplingSq a w q = 2 * a * w ^ 2 / π := by
    unfold couplingSq
    field_simp
    ring
  have hr : 1 / (1 + q ^ 2) * (w + w * q ^ 2) = w := by
    rw [show w + w * q ^ 2 = (1 + q ^ 2) * w by ring, ← mul_assoc,
      one_div_mul_cancel h1, one_mul]
  rw [hl, mul_assoc (2 * a * w / π), hr]
  ring

/-- The shift with cutoff `d` is `-a w` plus an error `(2 a w / π) arctan d`. -/
theorem cutoffShift_eq (a w d : ℝ) :
    cutoffShift a w d = -(a * w) + 2 * a * w / π * Real.arctan d := by
  unfold cutoffShift
  simp only [one_div]
  rw [integral_Ioi_inv_one_add_sq]
  linear_combination (-(a * w)) * (mul_inv_cancel₀ Real.pi_ne_zero)

/-- Without a cutoff the energy shift is `-a w`. -/
theorem full_shift (a w : ℝ) : cutoffShift a w 0 = -(a * w) := by
  simp [cutoffShift_eq]

/-- At zero cutoff the shift changes with the cutoff at the rate `2 a w / π`. -/
theorem cutoffShift_linear (a w : ℝ) :
    HasDerivAt (cutoffShift a w) (2 * a * w / π) 0 := by
  have e : cutoffShift a w = fun d => -(a * w) + 2 * a * w / π * Real.arctan d :=
    funext (cutoffShift_eq a w)
  rw [e]
  exact (((Real.hasDerivAt_arctan 0).const_mul (2 * a * w / π)).const_add
    (-(a * w))).congr_deriv (by simp)

/-- The extrapolated shift is `-a w` plus `2 a w / π` times the dimensionless residual. -/
theorem extrapolatedShift_eq (a w d : ℝ) :
    extrapolatedShift a w d = -(a * w) + 2 * a * w / π * residual d := by
  unfold extrapolatedShift residual
  rw [cutoffShift_eq, cutoffShift_eq]
  ring

private lemma nonneg_of_slope {f f' : ℝ → ℝ} (h : ∀ x, HasDerivAt f (f' x) x)
    (h0 : f 0 = 0) (hp : ∀ x, 0 ≤ f' x) {d : ℝ} (hd : 0 ≤ d) : 0 ≤ f d := by
  have hm : Monotone f := monotone_of_deriv_nonneg (fun x => (h x).differentiableAt)
    (fun x => by rw [(h x).deriv]; exact hp x)
  exact h0.ge.trans (hm hd)

private lemma residual_deriv (x : ℝ) :
    HasDerivAt residual (3 * x ^ 2 / 4 / ((1 + x ^ 2 / 4) * (1 + x ^ 2))) x := by
  have h1 : HasDerivAt (fun y : ℝ => y / 2) (1 / 2) x := (hasDerivAt_id' x).div_const 2
  have h2 := (h1.arctan.const_mul 2).fun_sub (Real.hasDerivAt_arctan x)
  refine h2.congr_deriv ?_
  rw [show (x / 2) ^ 2 = x ^ 2 / 4 by ring]
  have h3 : 1 + x ^ 2 / 4 ≠ 0 := by positivity
  have h4 : 1 + x ^ 2 ≠ 0 := by positivity
  rw [eq_div_iff (mul_ne_zero h3 h4)]
  linear_combination (1 + x ^ 2) * (mul_inv_cancel₀ h3)
    - (1 + x ^ 2 / 4) * (mul_inv_cancel₀ h4)

/-- For a cutoff `d ≥ 0` the residual is nonnegative and lies between
`d³/4 - 3d⁵/16` and `d³/4`. -/
theorem residual_bounds {d : ℝ} (hd : 0 ≤ d) :
    0 ≤ residual d ∧ d ^ 3 / 4 - 3 / 16 * d ^ 5 ≤ residual d ∧ residual d ≤ d ^ 3 / 4 := by
  have h3 (x : ℝ) : HasDerivAt (fun y : ℝ => y ^ 3 / 4) (3 * x ^ 2 / 4) x :=
    ((hasDerivAt_pow 3 x).div_const 4).congr_deriv (by norm_num)
  have h5 (x : ℝ) : HasDerivAt (fun y : ℝ => 3 / 16 * y ^ 5) (15 * x ^ 4 / 16) x :=
    ((hasDerivAt_pow 5 x).const_mul (3 / 16)).congr_deriv (by
      rw [show 5 - 1 = 4 from rfl]
      push_cast
      ring)
  refine ⟨nonneg_of_slope residual_deriv (by simp [residual])
    (fun x => by positivity) hd, ?_, ?_⟩
  · -- compare slopes from below
    have h := nonneg_of_slope
      (fun x => (residual_deriv x).fun_sub ((h3 x).fun_sub (h5 x)))
      (by simp [residual]) (fun x => by
        rw [sub_nonneg, le_div_iff₀ (by positivity)]
        have h6 : 0 ≤ x ^ 6 := by positivity
        have h8 : 0 ≤ x ^ 8 := by positivity
        nlinarith) hd
    linarith
  · -- compare slopes from above
    have h := nonneg_of_slope (fun x => (h3 x).fun_sub (residual_deriv x))
      (by simp [residual]) (fun x => by
        rw [sub_nonneg]
        exact div_le_self (by positivity)
          (by nlinarith [sq_nonneg x, sq_nonneg (x ^ 2)])) hd
    linarith

/-- For nonnegative coupling, phonon energy and cutoff, the bare shift exceeds `-a w` by
`(2 a w / π) arctan d`, while the extrapolated shift is never below `-a w` and exceeds it by
at most `a w d³ / (2π)`. -/
theorem grid_convergence {a w d : ℝ} (ha : 0 ≤ a) (hw : 0 ≤ w) (hd : 0 ≤ d) :
    cutoffShift a w d - -(a * w) = 2 * a * w / π * Real.arctan d ∧
    0 ≤ extrapolatedShift a w d - -(a * w) ∧
    extrapolatedShift a w d - -(a * w) ≤ a * w * d ^ 3 / (2 * π) := by
  obtain ⟨h0, -, h1⟩ := residual_bounds hd
  have hc : 0 ≤ 2 * a * w / π := by positivity
  have he : extrapolatedShift a w d - -(a * w) = 2 * a * w / π * residual d := by
    rw [extrapolatedShift_eq]
    ring
  refine ⟨by rw [cutoffShift_eq]; ring, ?_, ?_⟩
  · rw [he]
    exact mul_nonneg hc h0
  · rw [he]
    calc 2 * a * w / π * residual d ≤ 2 * a * w / π * (d ^ 3 / 4) :=
          mul_le_mul_of_nonneg_left h1 hc
      _ = a * w * d ^ 3 / (2 * π) := by ring

/-- As the cutoff `d` shrinks to zero from above, the error of the extrapolated shift divided
by `d³` tends to `a w / (2π)`. -/
theorem cubic_rate_sharp (a w : ℝ) :
    Tendsto (fun d => (extrapolatedShift a w d - -(a * w)) / d ^ 3) (𝓝[>] 0)
      (𝓝 (a * w / (2 * π))) := by
  have hl : Tendsto (fun d : ℝ => 1 / 4 - 3 / 16 * d ^ 2) (𝓝[>] 0) (𝓝 (1 / 4)) := by
    have hc : Continuous (fun d : ℝ => 1 / 4 - 3 / 16 * d ^ 2) := by fun_prop
    have h := (hc.tendsto 0).mono_left (nhdsWithin_le_nhds (s := Set.Ioi 0))
    simpa using h
  -- squeeze the scaled residual between its two bounds
  have hr : Tendsto (fun d => residual d / d ^ 3) (𝓝[>] 0) (𝓝 (1 / 4)) := by
    refine tendsto_of_tendsto_of_tendsto_of_le_of_le' hl tendsto_const_nhds ?_ ?_
    · filter_upwards [self_mem_nhdsWithin] with d hd
      have hd' : 0 < d := hd
      rw [le_div_iff₀ (by positivity)]
      nlinarith [(residual_bounds hd'.le).2.1]
    · filter_upwards [self_mem_nhdsWithin] with d hd
      have hd' : 0 < d := hd
      rw [div_le_iff₀ (by positivity)]
      linarith [(residual_bounds hd'.le).2.2]
  have h := hr.const_mul (2 * a * w / π)
  rw [show 2 * a * w / π * (1 / 4) = a * w / (2 * π) by ring] at h
  refine h.congr fun d => ?_
  rw [extrapolatedShift_eq]
  ring

end

end FrohlichGridConvergence
```

```lean
#print axioms FrohlichGridConvergence.full_shift
#print axioms FrohlichGridConvergence.cutoffShift_linear
#print axioms FrohlichGridConvergence.grid_convergence
#print axioms FrohlichGridConvergence.cubic_rate_sharp
```

```
'FrohlichGridConvergence.full_shift' depends on axioms: [propext, Classical.choice, Quot.sound]
'FrohlichGridConvergence.cutoffShift_linear' depends on axioms: [propext, Classical.choice, Quot.sound]
'FrohlichGridConvergence.grid_convergence' depends on axioms: [propext, Classical.choice, Quot.sound]
'FrohlichGridConvergence.cubic_rate_sharp' depends on axioms: [propext, Classical.choice, Quot.sound]
```

## From the coupling to a radial integral

In a polar crystal, a long-wavelength longitudinal optical phonon carries an electric field that acts on the electron. Let $w$ be the energy of this phonon, taken to be the same at every wavevector, and let $a$ be the dimensionless Fröhlich constant, which measures how strongly the field couples to the electron. The polaron radius $r$ is defined here by $\hbar^2/(2mr^2)=w$, where $m$ is the electron's band mass. With $q$ measured in inverse polaron radii, an electron that starts at rest and emits a phonon of wavevector $q$ acquires the kinetic energy $wq^2$.

Second-order perturbation theory then gives a negative energy shift. Each wavevector contributes the squared coupling divided by the energy cost $w+wq^2$ of the intermediate state. Normalised to unit volume, with volumes in cubic polaron radii, the squared coupling is

$$|g(q)|^2=\frac{4\pi a w^2}{q^2},$$

and a spherical shell has, per unit volume, the wavevector density $4\pi q^2/(2\pi)^3$. The factors of $q^2$ cancel:

$$\frac{4\pi q^2}{(2\pi)^3}\cdot\frac{4\pi a w^2}{q^2}=\frac{2aw^2}{\pi}.$$

Dividing by $w(1+q^2)$ leaves the integrand $\frac{2aw}{\pi}\frac{1}{1+q^2}$. For $aw\ne0$ its value at $q=0$ is finite and not zero, so a small omitted sphere costs an amount that is, to leading order, proportional to its radius and not to its volume. With all wavevectors up to $d$ omitted, the shift is

$$F(d)=-\frac{2aw}{\pi}\int_d^\infty\frac{dq}{1+q^2}
=-\frac{2aw}{\pi}\left(\frac{\pi}{2}-\arctan d\right)
=-aw+\frac{2aw}{\pi}\arctan d.$$

At $d=0$ this is the full weak-coupling shift $-aw$. The derivative of $F$ at $d=0$ is $2aw/\pi$, so the error of the bare cutoff is linear to leading order.

## Cancelling the linear term

An error proportional to $d$ drops out of the combination $2F(d/2)-F(d)$, because twice the error at half the radius equals the error at the full radius. The constant $-aw$ survives with weight $2-1=1$. What remains is

$$2F(d/2)-F(d)=-aw+\frac{2aw}{\pi}R(d),\qquad R(d)=2\arctan\frac d2-\arctan d.$$

To bound the residual $R$, differentiate it:

$$R'(x)=\frac{1}{1+x^2/4}-\frac{1}{1+x^2}=\frac{3x^2/4}{(1+x^2/4)(1+x^2)}.$$

This is nonnegative, and since the denominator is at least $1$, it is at most $3x^2/4$. For a lower bound, compare it with $3x^2/4-15x^4/16$. Multiplying that polynomial by the denominator gives

$$\left(\frac{3x^2}{4}-\frac{15x^4}{16}\right)\left(1+\frac{5x^2}{4}+\frac{x^4}{4}\right)
=\frac{3x^2}{4}-\frac{63x^6}{64}-\frac{15x^8}{64}\le\frac{3x^2}{4},$$

so the polynomial lies below $R'(x)$. Since $R(0)=0$, integrating from $0$ to $d\ge0$ yields

$$0\le R(d),\qquad \frac{d^3}{4}-\frac{3d^5}{16}\le R(d)\le\frac{d^3}{4}.$$

Multiplying the nonnegativity and the upper bound by $2aw/\pi\ge0$ gives

$$0\le 2F(d/2)-F(d)+aw\le\frac{aw\,d^3}{2\pi}.$$

Dividing the two-sided estimate for $R$ by $d^3$ and letting $d$ fall to zero shows that $R(d)/d^3\to1/4$. The extrapolated error divided by $d^3$ therefore tends to $aw/(2\pi)$, and for $aw>0$ no smaller constant can serve in the cubic bound.

For $d=0.2$, the bare shift at the smaller radius $d/2=0.1$ is too high by about $0.063\,aw$. The extrapolated shift is too high by about $0.0012\,aw$.

## What the Lean statements say

The coupling constant, phonon energy and cutoff are the real numbers `a`, `w` and `d`. The function `couplingSq` is $|g(q)|^2$, `cutoffShift a w d` is $F(d)$, `extrapolatedShift a w d` is $2F(d/2)-F(d)$, and `residual d` is $R(d)$. The set `Set.Ioi d` is the open half-line $q>d$.

The shift is defined directly by its radial integral. The theorem `shell_coupling` ties the integrand to the coupling: for $q\ne0$, the shell density times the squared coupling equals the integrand times the energy denominator. Written as a product, the identity also holds at $w=0$. The perturbation formula itself, and the reduction of a three-dimensional integral to a radial one, enter as the physical reading of the definition and are not derived.

The main theorem, `grid_convergence`, takes nonnegative `a`, `w` and `d` and has three parts. Subtracting `-(a * w)` from a shift gives its error, so the parts read as follows:

- The error of the bare shift equals $\frac{2aw}{\pi}\arctan d$.
- The error of the extrapolated shift is nonnegative.
- The error of the extrapolated shift is at most $aw\,d^3/(2\pi)$.

The theorem `cubic_rate_sharp` states the limit of the scaled error for all real `a` and `w`. Its filter `𝓝[>] 0` means that $d$ approaches zero through positive values.

The model bears on simulation practice where electron-phonon sums for polar materials leave out the point $q=0$, with $d$ standing for a length proportional to the grid spacing, but it treats only a sharp spherical cutoff and integrates the remaining wavevectors continuously. The quadrature error of a real grid, the shape of its central cell, phonon dispersion, non-parabolic bands, temperature and higher orders in the coupling are all absent.

## Negative parameters

The sign conditions matter. Take $a=w=1$ and $d=-2$. Then $R(-2)=-\frac{\pi}{2}+\arctan 2=-\arctan\frac12$, and the extrapolated error is about $-0.295$. It is below zero, so the lower bound fails. The proposed upper bound is $-8/(2\pi)\approx-1.27$, and it fails too.

The values $a=-1$, $w=1$, $d=2$ give the same two numbers and the same failure. Since $R$ and $d^3$ are both odd in $d$, only the sign of the product $awd$ counts, and what the examples refute is an extension of the bounds to $awd<0$. The theorem asks for three nonnegative numbers because that is the physical case.

## Comparing slopes in Lean

The bounds on the residual rest on the Mathlib theorem `monotone_of_deriv_nonneg`: a real function that is differentiable everywhere and has a nonnegative derivative everywhere is monotone. Differentiability is a separate requirement because Mathlib's `deriv` returns zero where no derivative exists, so a downward step function would pass a test of `deriv` alone.

The private lemma `nonneg_of_slope` packages this theorem for functions that vanish at zero. Its input `HasDerivAt f (f' x) x` says both that the derivative exists and what it is. That this derivative is nonnegative is a separate hypothesis, `hp`. Monotonicity then gives $0=f(0)\le f(d)$ for $d\ge0$.

The lemma is applied three times in `residual_bounds`:

1. With $f=R$, it gives $R(d)\ge0$.
2. With $f(x)=R(x)-(x^3/4-3x^5/16)$, it gives the lower polynomial bound.
3. With $f(x)=x^3/4-R(x)$, it gives the upper bound.

In each case Lean reads `f` and `f'` off the derivative proof that is passed in, so the difference to be compared is never written out separately. The slope inequalities hold on the whole real line, because only even powers of $x$ occur in them. This is why the global monotonicity theorem suffices, although the conclusion is used only for $d\ge0$.

The derivative of $R$ comes from `residual_deriv`, which applies the chain rule to `Real.arctan` and combines the two fractions. For the lower bound, `le_div_iff₀` clears the positive denominator, and `nlinarith` closes the resulting polynomial inequality with the help of $x^6\ge0$ and $x^8\ge0$, the two powers that appear in the expansion above. For the upper bound, `div_le_self` expresses that dividing a nonnegative number by something at least $1$ cannot increase it.

## From the residual to the energy

In `cutoffShift_eq`, the Mathlib lemma `integral_Ioi_inv_one_add_sq` evaluates the integral as $\pi/2-\arctan d$, and `linear_combination` cancels the factor of $\pi$. Setting $d=0$ gives `full_shift`, and differentiating the closed form gives `cutoffShift_linear`. Inserting the closed form at $d/2$ and $d$ gives `extrapolatedShift_eq`, in which the error is already $\frac{2aw}{\pi}R(d)$.

The main theorem multiplies the bounds on $R$ by the nonnegative factor $2aw/\pi$. Nonnegativity of the error follows from `mul_nonneg`, and the cubic bound from `mul_le_mul_of_nonneg_left`.

For the limit, `cubic_rate_sharp` traps $R(d)/d^3$ between $1/4-3d^2/16$ and $1/4$. The lower function is continuous and tends to $1/4$, so the squeeze theorem gives the limit of the ratio. Multiplication by $2aw/\pi$ turns it into $aw/(2\pi)$, with no sign condition on `a` or `w`, since a limit may be multiplied by any constant.
